# Bounding the energy error of a projected ground state by its discarded weight

Take two levels, $|0\rangle$ with energy $0$ and $|1\rangle$ with energy $\omega>0$, and project the ground state $|0\rangle$ onto the line spanned by $u=\cos\theta\,|0\rangle+\sin\theta\,|1\rangle$, with $\cos\theta\neq0$. The projection is $\cos\theta\,u$, with squared norm $\cos^2\theta$, so the weight lost is $\varepsilon=\sin^2\theta$. After normalisation the state is $u$ up to a sign, and its energy is $\omega\sin^2\theta=\omega\varepsilon$. In the normalised state, the weight of the excited level is exactly the discarded weight $\varepsilon$.

With more levels, the admixture is spread over several excitation energies. The parts below work out what remains of this proportionality. The setting is a density matrix renormalisation group (DMRG) truncation reduced to one orthogonal projector acting on the exact ground state in a finite-dimensional space. At a bond, the projector keeps selected states of one block and leaves the rest of the system untouched.

## States, energies and the projector

The state space $V$ is a complex inner product space, and $\langle x|y\rangle$, written `⟪x, y⟫_ℂ` in Lean, is conjugate-linear in its first argument. The finite set `ι` labels the energy levels.

```lean
import Mathlib

open scoped InnerProductSpace

namespace DMRGTruncation

noncomputable section

variable {V ι : Type*} [NormedAddCommGroup V] [InnerProductSpace ℂ V] [Fintype ι]
```

The energy of a nonzero state $x$ is its Rayleigh quotient, $R(x)=\mathrm{Re}\langle x|Hx\rangle/\|x\|^2$. Since the norm is divided out, projected states need not be normalised first.

```lean
/-- The Rayleigh quotient of `H` in a nonzero state `x`. -/
def energy (H : V →ₗ[ℂ] V) (x : V) : ℝ := (⟪x, H x⟫_ℂ).re / ‖x‖ ^ 2
```

The discarded weight of a state $\psi$ under $P$ is $\varepsilon=\|\psi-P\psi\|^2$.

```lean
/-- The squared norm of `ψ - P ψ`. For an orthogonal projector `P` this is the weight of `ψ` that is
lost when `P` is applied. -/
def discardedWeight (P : V →ₗ[ℂ] V) (ψ : V) : ℝ := ‖ψ - P ψ‖ ^ 2
```

An orthogonal projector is a linear map that is Hermitian (`IsSymmetric`) and satisfies $P^2=P$.

```lean
/-- `P` is an orthogonal projector: Hermitian and idempotent. -/
structure IsOrthProjector (P : V →ₗ[ℂ] V) : Prop where
  hermitian : P.IsSymmetric
  idem : ∀ x, P (P x) = P x
```

The Hamiltonian $H$ comes with an orthonormal eigenbasis $b_i$ and real energies $E_i$. The index $o$ marks the ground state $b_o$. Two constants describe the other levels: $g\ge0$ is a lower bound on every excitation energy, in other words on the gap, and $W$ is an upper bound, in other words on the spectral width. Both are assumed here and not computed from an electronic Hamiltonian. The choice $g=0$ allows a degenerate ground level.

```lean
/-- The Hermitian `H` has the orthonormal eigenbasis `b` with energies `E`. The ground state is
`b o`, and all other levels lie between `E o + g` and `E o + W`, where `g ≥ 0`. -/
structure HasSpectrum (H : V →ₗ[ℂ] V) (b : OrthonormalBasis ι ℂ V) (E : ι → ℝ) (o : ι)
    (g W : ℝ) : Prop where
  hermitian : H.IsSymmetric
  eigen : ∀ i, H (b i) = (E i : ℂ) • b i
  gap : 0 ≤ g
  levels : ∀ i, i ≠ o → E o + g ≤ E i ∧ E i ≤ E o + W
```

## (a) The norm as an inner product

Show that for every state $x$ the number $\langle x|x\rangle$ is real, with
$$\langle x|x\rangle=\|x\|^2 .$$

The norm is defined by the inner product through $\|x\|^2=\mathrm{Re}\langle x|x\rangle$. Conjugate symmetry gives $\langle x|x\rangle=\overline{\langle x|x\rangle}$, so the imaginary part vanishes. The Lean statement is an equation between complex numbers, with the real number $\|x\|^2$ embedded in $\mathbb C$. It follows from Mathlib's version of the identity.

```lean
variable {H P : V →ₗ[ℂ] V} {b : OrthonormalBasis ι ℂ V} {E : ι → ℝ} {o : ι} {g W : ℝ}

/-- The inner product of a state with itself is its squared norm. -/
theorem inner_self_ofReal (x : V) : ⟪x, x⟫_ℂ = ((‖x‖ ^ 2 : ℝ) : ℂ) :=
  (inner_self_eq_norm_sq_to_K (𝕜 := ℂ) x).trans (Complex.ofReal_pow _ _).symm
```

## (b) Energy excess and excited weight

Show that the unnormalised energy excess of any state $x$ is controlled by its weight outside the ground state:
$$g\left(\|x\|^2-|\langle b_o|x\rangle|^2\right)\le \mathrm{Re}\langle x|Hx\rangle-E_o\|x\|^2\le W\left(\|x\|^2-|\langle b_o|x\rangle|^2\right).$$

Write $c_i=\langle b_i|x\rangle$. Completeness of the basis gives $\|x\|^2=\sum_i|c_i|^2$. Because $H$ is Hermitian, $\langle b_i|Hx\rangle=\langle Hb_i|x\rangle=E_ic_i$, and therefore $\langle x|Hx\rangle=\sum_iE_i|c_i|^2$. Subtracting $E_o\|x\|^2$ removes the ground-state term:
$$\mathrm{Re}\langle x|Hx\rangle-E_o\|x\|^2=\sum_{i\ne o}(E_i-E_o)|c_i|^2 .$$
Each bracket lies between $g$ and $W$, and the remaining weights add up to $\|x\|^2-|c_o|^2$.

In the code, `hc` and `hd` evaluate the individual terms, and `hn` and `he` are the two sums over the eigenbasis. `Finset.add_sum_erase` splits off the term $i=o$. The inequalities `l` and `u` bound the excited sum term by term, using $E_o+g\le E_i\le E_o+W$, and `nlinarith` does the final subtraction.

```lean
/-- The unnormalised energy excess of any state `x` lies between `g` and `W` times the weight
of `x` outside the ground state. -/
theorem excess_bounds (h : HasSpectrum H b E o g W) (x : V) :
    g * (‖x‖ ^ 2 - ‖⟪b o, x⟫_ℂ‖ ^ 2) ≤ (⟪x, H x⟫_ℂ).re - E o * ‖x‖ ^ 2 ∧
    (⟪x, H x⟫_ℂ).re - E o * ‖x‖ ^ 2 ≤ W * (‖x‖ ^ 2 - ‖⟪b o, x⟫_ℂ‖ ^ 2) := by
  classical
  have hc : ∀ i, ⟪x, b i⟫_ℂ * ⟪b i, x⟫_ℂ = ((‖⟪b i, x⟫_ℂ‖ ^ 2 : ℝ) : ℂ) := fun i => by
    rw [← inner_conj_symm x (b i), mul_comm, Complex.mul_conj, Complex.normSq_eq_norm_sq]
  have hd : ∀ i, ⟪x, b i⟫_ℂ * ⟪b i, H x⟫_ℂ = ((E i * ‖⟪b i, x⟫_ℂ‖ ^ 2 : ℝ) : ℂ) := fun i => by
    rw [← h.hermitian (b i) x, h.eigen, inner_smul_left, Complex.conj_ofReal, mul_left_comm,
      hc, ← Complex.ofReal_mul]
  -- norm and expectation value as sums over the eigenbasis
  have hn : ‖x‖ ^ 2 = ∑ i, ‖⟪b i, x⟫_ℂ‖ ^ 2 := by
    have h1 := congrArg Complex.re (b.sum_inner_mul_inner x x)
    rw [Complex.re_sum, inner_self_ofReal] at h1
    simp only [hc, Complex.ofReal_re] at h1
    exact h1.symm
  have he : (⟪x, H x⟫_ℂ).re = ∑ i, E i * ‖⟪b i, x⟫_ℂ‖ ^ 2 := by
    rw [← b.sum_inner_mul_inner x (H x), Complex.re_sum]
    simp only [hd, Complex.ofReal_re]
  -- split off the ground state and bound the excited levels one by one
  have hn' : ‖x‖ ^ 2 = ‖⟪b o, x⟫_ℂ‖ ^ 2 + ∑ i ∈ Finset.univ.erase o, ‖⟪b i, x⟫_ℂ‖ ^ 2 :=
    hn.trans (Finset.add_sum_erase _ (fun i => ‖⟪b i, x⟫_ℂ‖ ^ 2) (Finset.mem_univ o)).symm
  have he' : (⟪x, H x⟫_ℂ).re = E o * ‖⟪b o, x⟫_ℂ‖ ^ 2 +
      ∑ i ∈ Finset.univ.erase o, E i * ‖⟪b i, x⟫_ℂ‖ ^ 2 :=
    he.trans (Finset.add_sum_erase _ (fun i => E i * ‖⟪b i, x⟫_ℂ‖ ^ 2) (Finset.mem_univ o)).symm
  have l : (E o + g) * ∑ i ∈ Finset.univ.erase o, ‖⟪b i, x⟫_ℂ‖ ^ 2 ≤
      ∑ i ∈ Finset.univ.erase o, E i * ‖⟪b i, x⟫_ℂ‖ ^ 2 := by
    rw [Finset.mul_sum]
    exact Finset.sum_le_sum fun i hi => mul_le_mul_of_nonneg_right
      (h.levels i (Finset.ne_of_mem_erase hi)).1 (sq_nonneg _)
  have u : ∑ i ∈ Finset.univ.erase o, E i * ‖⟪b i, x⟫_ℂ‖ ^ 2 ≤
      (E o + W) * ∑ i ∈ Finset.univ.erase o, ‖⟪b i, x⟫_ℂ‖ ^ 2 := by
    rw [Finset.mul_sum]
    exact Finset.sum_le_sum fun i hi => mul_le_mul_of_nonneg_right
      (h.levels i (Finset.ne_of_mem_erase hi)).2 (sq_nonneg _)
  rw [hn', he']
  constructor <;> nlinarith [l, u]
```

## (c) What a projector leaves of a unit state

Let $\|\psi\|=1$ and let $\varepsilon$ be the discarded weight of $\psi$. Show that
$$\|P\psi\|^2=\langle\psi|P\psi\rangle=1-\varepsilon .$$

Hermiticity and idempotency give
$$\|P\psi\|^2=\langle P\psi|P\psi\rangle=\langle\psi|P^2\psi\rangle=\langle\psi|P\psi\rangle ,$$
so the overlap is real. Expanding the discarded weight,
$$\varepsilon=\|\psi\|^2-2\,\mathrm{Re}\langle\psi|P\psi\rangle+\|P\psi\|^2=1-\|P\psi\|^2 .$$
In particular $0\le\varepsilon\le1$.

The first chain of equalities is `e` in the code, and the expansion is `h3`, taken from `norm_sub_sq`.

```lean
/-- For a unit state, the squared norm of its orthogonal projection and its overlap with that
projection both equal one minus the discarded weight. -/
theorem projected_weight {ψ : V} (hP : IsOrthProjector P) (hψ : ‖ψ‖ = 1) :
    ‖P ψ‖ ^ 2 = 1 - discardedWeight P ψ ∧
    ⟪ψ, P ψ⟫_ℂ = ((1 - discardedWeight P ψ : ℝ) : ℂ) := by
  have e := hP.hermitian ψ (P ψ)
  rw [hP.idem, inner_self_ofReal] at e
  have h3 : ‖ψ - P ψ‖ ^ 2 = ‖ψ‖ ^ 2 - 2 * (⟪ψ, P ψ⟫_ℂ).re + ‖P ψ‖ ^ 2 :=
    norm_sub_sq (𝕜 := ℂ) ψ (P ψ)
  rw [← e, Complex.ofReal_re, hψ] at h3
  have hn : ‖P ψ‖ ^ 2 = 1 - discardedWeight P ψ := by
    unfold discardedWeight
    linarith
  exact ⟨hn, by rw [← e, hn]⟩
```

## (d) The energy of the projected ground state

From here on $\varepsilon$ is the discarded weight of the ground state $b_o$. Suppose that $\varepsilon<1$, so that $Pb_o$ is not zero. Show that
$$g\,\varepsilon\le R(Pb_o)-E_o\le W\varepsilon .$$

Put $x=Pb_o$ in part (b). By part (c), $\|x\|^2=1-\varepsilon$ and $|\langle b_o|x\rangle|^2=(1-\varepsilon)^2$, so the excited weight is
$$(1-\varepsilon)-(1-\varepsilon)^2=\varepsilon(1-\varepsilon).$$
The excess therefore lies between $g\varepsilon(1-\varepsilon)$ and $W\varepsilon(1-\varepsilon)$. Dividing by $\|x\|^2=1-\varepsilon>0$ gives the result.

For numbers, take energies $0,1,2$, with $g=1$ and $W=2$, and project the lowest state onto the line spanned by $(4,1,1)/\sqrt{18}$. The discarded weight is $1-16/18=1/9$, and the energy of the normalised projected state is $(1+2)/18=1/6$. Indeed $1/9\le1/6\le2/9$. In the limiting case $\varepsilon=0$ both bounds vanish and the energy is exact.

For the exact ground state and a single projector, an energy error plotted against discarded weight thus stays between two straight lines through the origin. In a molecular Hamiltonian $W$ is usually much larger than $g$, so the region between them is wide. An actual DMRG sweep truncates repeatedly and starts from approximate states, which this model leaves out.

In Lean, `l` and `u` are the bounds of part (b) after the values from part (c) have been inserted. The lemmas `le_div_iff₀` and `div_le_iff₀` clear the positive denominator.

```lean
/-- If the discarded weight `ε` is below one, the energy error of the truncated ground state
lies between `g ε` and `W ε`. -/
theorem truncation_energy_error (h : HasSpectrum H b E o g W) (hP : IsOrthProjector P)
    (hε : discardedWeight P (b o) < 1) :
    g * discardedWeight P (b o) ≤ energy H (P (b o)) - E o ∧
    energy H (P (b o)) - E o ≤ W * discardedWeight P (b o) := by
  obtain ⟨hn, ho⟩ := projected_weight hP (b.orthonormal.1 o)
  obtain ⟨l, u⟩ := excess_bounds h (P (b o))
  rw [ho, Complex.norm_real, Real.norm_eq_abs, sq_abs, hn] at l u
  have hpos : 0 < 1 - discardedWeight P (b o) := by linarith
  rw [energy, hn]
  constructor
  · rw [le_sub_iff_add_le, le_div_iff₀ hpos]
    nlinarith [l]
  · rw [sub_le_iff_le_add, div_le_iff₀ hpos]
    nlinarith [u]
```

## (e) A floor for the whole retained space

Let $x\neq0$ lie in the range of $P$, which means $Px=x$. Show that no such state comes closer to the ground-state energy than
$$R(x)-E_o\ge g\,\varepsilon .$$

Since $x=Px$, the overlap with the ground state is $\langle b_o|x\rangle=\langle b_o|Px\rangle=\langle Pb_o|x\rangle$. The Cauchy–Schwarz inequality and part (c) give
$$|\langle b_o|x\rangle|^2\le\|Pb_o\|^2\|x\|^2=(1-\varepsilon)\|x\|^2 .$$
The excited weight of $x$ is then at least $\varepsilon\|x\|^2$. Multiply by $g\ge0$, use the lower bound of part (b), and divide by $\|x\|^2$.

The inequality for the overlap is `hov` in the code. The sign condition on $g$ enters as `h.gap`, when `hov` is multiplied by $g$. The statement does not require $\varepsilon<1$.

```lean
/-- Every nonzero state in the retained space has an energy error of at least `g` times the
discarded weight of the ground state. -/
theorem retained_energy_ge {x : V} (h : HasSpectrum H b E o g W) (hP : IsOrthProjector P)
    (hx : P x = x) (hx0 : x ≠ 0) : g * discardedWeight P (b o) ≤ energy H x - E o := by
  have hs := hP.hermitian (b o) x
  rw [hx] at hs
  -- Cauchy-Schwarz limits the overlap with the ground state
  have hov : ‖⟪b o, x⟫_ℂ‖ ^ 2 ≤ (1 - discardedWeight P (b o)) * ‖x‖ ^ 2 := by
    rw [← hs, ← (projected_weight hP (b.orthonormal.1 o)).1, ← mul_pow]
    exact pow_le_pow_left₀ (norm_nonneg _) (norm_inner_le_norm _ _) 2
  have hpos : 0 < ‖x‖ ^ 2 := pow_pos (norm_pos_iff.2 hx0) 2
  rw [le_sub_iff_add_le, energy, le_div_iff₀ hpos]
  nlinarith [mul_le_mul_of_nonneg_left hov h.gap, (excess_bounds h x).1]
```

## (f) The best state in the retained space

Let $\varphi\neq0$ satisfy $P\varphi=\varphi$ and have the lowest energy among all nonzero states in the range of $P$. Show that, for $\varepsilon<1$,
$$g\,\varepsilon\le R(\varphi)-E_o\le W\varepsilon .$$

The lower bound is part (e) with $x=\varphi$. For the upper bound, $Pb_o$ is a permitted trial state: it lies in the range of $P$, and it is nonzero because $\|Pb_o\|^2=1-\varepsilon>0$. Minimality and part (d) give
$$R(\varphi)-E_o\le R(Pb_o)-E_o\le W\varepsilon .$$

The minimiser is supplied as a hypothesis: `hmin` says that no nonzero state with $Px=x$ has a lower energy. In the proof, `h0` establishes that the trial state is nonzero, and the last `linarith` chains the two inequalities. The retained space is a fixed linear subspace, as when the kept block states are held fixed and the energy is minimised over their coefficients. A full DMRG optimisation also changes the block states.

```lean
/-- If the discarded weight `ε` of the ground state is below one, a nonzero state of lowest
energy in the retained space has an energy error between `g ε` and `W ε`. -/
theorem variational_energy_error {φ : V} (h : HasSpectrum H b E o g W)
    (hP : IsOrthProjector P) (hε : discardedWeight P (b o) < 1) (hφ : P φ = φ) (hφ0 : φ ≠ 0)
    (hmin : ∀ x, P x = x → x ≠ 0 → energy H φ ≤ energy H x) :
    g * discardedWeight P (b o) ≤ energy H φ - E o ∧
    energy H φ - E o ≤ W * discardedWeight P (b o) := by
  have h0 : P (b o) ≠ 0 := fun hz => by
    have hn := (projected_weight hP (b.orthonormal.1 o)).1
    rw [hz, norm_zero] at hn
    linarith
  refine ⟨retained_energy_ge h hP hφ hφ0, ?_⟩
  linarith [hmin (P (b o)) (hP.idem _) h0, (truncation_energy_error h hP hε).2]
```

## (g) A three-level Hamiltonian that meets the assumptions

Consider $H=\mathrm{diag}(0,1,2)$ on $\mathbb C^3$, with standard basis $b_0,b_1,b_2$ and $o=0$, and the map
$$Pv=\left(\tfrac{v_0+v_1}{2},\tfrac{v_0+v_1}{2},0\right).$$
Show that $H$ has the required spectrum with $g=1$ and $W=2$, that $P$ is an orthogonal projector, and that
$$\|b_0-Pb_0\|^2=\tfrac12 .$$

The matrix of $H$ is real and diagonal, so $H$ is Hermitian and the standard basis is an eigenbasis. The excitation energies are $1$ and $2$, which lie in $[1,2]$. The map $P$ is $|u\rangle\langle u|$ with the unit vector $u=(1,1,0)/\sqrt2$, hence Hermitian and idempotent. Finally, $b_0-Pb_0=(\tfrac12,-\tfrac12,0)$, whose squared norm is $\tfrac14+\tfrac14=\tfrac12$.

The normalised projected state is $u$, with energy $\tfrac12$. In this example the lower bound of part (d) is therefore attained, while the upper bound is $1$.

The two maps are defined by their action on components.

```lean
/-- The three-level Hamiltonian `diag(0, 1, 2)`. -/
def threeLevel : EuclideanSpace ℂ (Fin 3) →ₗ[ℂ] EuclideanSpace ℂ (Fin 3) where
  toFun v := !₂[0, v 1, 2 * v 2]
  map_add' x y := by ext i; fin_cases i <;> simp [mul_add]
  map_smul' a x := by ext i; fin_cases i <;> simp [mul_left_comm]

/-- The projector on the equal superposition of the first two basis states. -/
def mixProjector : EuclideanSpace ℂ (Fin 3) →ₗ[ℂ] EuclideanSpace ℂ (Fin 3) where
  toFun v := !₂[(v 0 + v 1) / 2, (v 0 + v 1) / 2, 0]
  map_add' x y := by ext i; fin_cases i <;> simp <;> ring
  map_smul' a x := by ext i; fin_cases i <;> simp <;> ring
```

The theorem collects the three claims. Hermiticity is checked by writing the inner products as sums over the three components. Idempotency and the eigenvalue equations are checked component by component, with `fin_cases` running through the indices. For the discarded weight, Lean computes the overlap $\langle b_0|Pb_0\rangle=\tfrac12$ and applies part (c).

```lean
/-- `diag(0, 1, 2)` has the required spectrum with `g = 1` and `W = 2`, and the projector on the
equal superposition of its two lowest states discards half of the ground state. -/
theorem truncation_witness :
    HasSpectrum threeLevel (EuclideanSpace.basisFun (Fin 3) ℂ) ![0, 1, 2] 0 1 2 ∧
    IsOrthProjector mixProjector ∧
    discardedWeight mixProjector (EuclideanSpace.basisFun (Fin 3) ℂ 0) = 1 / 2 := by
  have h2 : (starRingEnd ℂ) 2 = 2 := Complex.ext (by simp) (by simp)
  have hP : IsOrthProjector mixProjector := by
    refine ⟨fun x y => ?_, fun x => ?_⟩
    · simp [mixProjector, PiLp.inner_apply, Fin.sum_univ_three, h2]
      ring
    · ext i
      fin_cases i <;> simp [mixProjector]
  refine ⟨⟨fun x y => ?_, fun i => ?_, zero_le_one, fun i => ?_⟩, hP, ?_⟩
  · simp [threeLevel, PiLp.inner_apply, Fin.sum_univ_three]
    linear_combination (y.ofLp 2 * (starRingEnd ℂ) (x.ofLp 2)) * h2
  · ext j
    fin_cases i <;> fin_cases j <;> simp [threeLevel]
  · fin_cases i <;> norm_num
  · have ho : ⟪EuclideanSpace.basisFun (Fin 3) ℂ 0,
        mixProjector (EuclideanSpace.basisFun (Fin 3) ℂ 0)⟫_ℂ = ((1 / 2 : ℝ) : ℂ) := by
      simp [mixProjector, PiLp.inner_apply]
    have hw := (projected_weight hP ((EuclideanSpace.basisFun (Fin 3) ℂ).orthonormal.1 0)).2
    rw [ho] at hw
    linarith [Complex.ofReal_injective hw]

end

end DMRGTruncation
```

```lean
#print axioms DMRGTruncation.variational_energy_error
-- 'DMRGTruncation.variational_energy_error' depends on axioms: [propext, Classical.choice, Quot.sound]
```
